# A full twist of m + 1 Majorana generators multiplies each by (−1)^m

Let \(g_0,\dots,g_m\) be Majorana generators in a real algebra, meaning that they square to one and anticommute pairwise, and let \(C=B_0B_1\cdots B_{m-1}\) with \(B_j=(1+g_jg_{j+1})/\sqrt2\). Conjugation by \(C\), meaning \(x\mapsto CxC^{-1}\), sends \(g_a\) to \(-g_{a+1}\) for \(a<m\) and \(g_m\) to \(g_0\), and conjugation by \(C^{m+1}\) multiplies every generator by \((-1)^m\).

```lean
import Mathlib

open Matrix

namespace MajoranaFullTwist

noncomputable section

/-- The elements `g 0, ..., g m` are Majorana generators: each squares to one and
different ones anticommute. -/
structure IsMajorana {A : Type*} [Ring A] (m : ℕ) (g : ℕ → A) : Prop where
  sq : ∀ i ≤ m, g i * g i = 1
  anti : ∀ i ≤ m, ∀ j ≤ m, i ≠ j → g i * g j = -(g j * g i)

variable {A : Type*} [Ring A] [Algebra ℝ A]

/-- The exchange of the neighbouring Majoranas `j` and `j + 1`,
`(1 + g_j g_(j+1)) / √2`. -/
def braid (g : ℕ → A) (j : ℕ) : A := (√2)⁻¹ • (1 + g j * g (j + 1))

/-- The reverse exchange `(1 - g_j g_(j+1)) / √2`. -/
def braidInv (g : ℕ → A) (j : ℕ) : A := (√2)⁻¹ • (1 - g j * g (j + 1))

/-- The ordered product of the first `r` neighbour exchanges, `B_0 B_1 ... B_(r-1)`. -/
def sweep (g : ℕ → A) : ℕ → A
  | 0 => 1
  | r + 1 => sweep g r * braid g r

/-- The product of the first `r` reverse exchanges in the opposite order. -/
def sweepInv (g : ℕ → A) : ℕ → A
  | 0 => 1
  | r + 1 => braidInv g r * sweepInv g r

/-- An exchange and its reverse undo each other, in either order. -/
theorem braid_inverse {m : ℕ} {g : ℕ → A} (hg : IsMajorana m g) {j : ℕ} (hj : j < m) :
    braid g j * braidInv g j = 1 ∧ braidInv g j * braid g j = 1 := by
  have haa := hg.sq j (by omega)
  have hbb := hg.sq (j + 1) (by omega)
  have hab := hg.anti j (by omega) (j + 1) (by omega) (by omega)
  have h2 : g (j + 1) * (g j * g (j + 1)) = -g j := by
    rw [hab, mul_neg, ← mul_assoc, hbb, one_mul]
  -- the bilinear squares to minus one
  have h : g j * g (j + 1) * (g j * g (j + 1)) = -1 := by
    rw [mul_assoc, h2, mul_neg, haa]
  have hs : (√2)⁻¹ * (√2)⁻¹ = (1 / 2 : ℝ) := by
    rw [← mul_inv, Real.mul_self_sqrt (by norm_num)]; norm_num
  unfold braid braidInv
  constructor
  · rw [smul_mul_assoc, mul_smul_comm, smul_smul, hs, add_mul, one_mul, mul_sub, mul_one, h]
    module
  · rw [smul_mul_assoc, mul_smul_comm, smul_smul, hs, sub_mul, one_mul, mul_add, mul_one, h]
    module

/-- Moving an exchange past a generator: `g_j` becomes `-g_(j+1)`, `g_(j+1)` becomes `g_j`,
and every other generator is unchanged. -/
theorem braid_action {m : ℕ} {g : ℕ → A} (hg : IsMajorana m g) {j : ℕ} (hj : j < m) :
    braid g j * g j = -(g (j + 1) * braid g j) ∧
    braid g j * g (j + 1) = g j * braid g j ∧
    ∀ k ≤ m, k ≠ j → k ≠ j + 1 → braid g j * g k = g k * braid g j := by
  have haa := hg.sq j (by omega)
  have hbb := hg.sq (j + 1) (by omega)
  have hab := hg.anti j (by omega) (j + 1) (by omega) (by omega)
  unfold braid
  refine ⟨?_, ?_, fun k hk h1 h2 => ?_⟩
  · have e1 : g j * g (j + 1) * g j = -g (j + 1) := by
      rw [hab, neg_mul, mul_assoc, haa, mul_one]
    have e2 : g (j + 1) * (g j * g (j + 1)) = -g j := by
      rw [hab, mul_neg, ← mul_assoc, hbb, one_mul]
    rw [smul_mul_assoc, mul_smul_comm, ← smul_neg, add_mul, one_mul, e1, mul_add, mul_one, e2]
    congr 1
    abel
  · have e1 : g j * g (j + 1) * g (j + 1) = g j := by rw [mul_assoc, hbb, mul_one]
    have e2 : g j * (g j * g (j + 1)) = g (j + 1) := by rw [← mul_assoc, haa, one_mul]
    rw [smul_mul_assoc, mul_smul_comm, add_mul, one_mul, e1, mul_add, mul_one, e2]
    congr 1
    abel
  · -- two anticommutations cancel
    have e : g j * g (j + 1) * g k = g k * (g j * g (j + 1)) := by
      rw [mul_assoc, hg.anti (j + 1) (by omega) k hk (Ne.symm h2), mul_neg, ← mul_assoc,
        hg.anti j (by omega) k hk (Ne.symm h1), neg_mul, neg_neg, mul_assoc]
    rw [smul_mul_assoc, mul_smul_comm, add_mul, one_mul, e, mul_add, mul_one]

/-- The reversed product of reverse exchanges is the two-sided inverse of the
ordered product of exchanges. -/
theorem sweep_inverse {m : ℕ} {g : ℕ → A} (hg : IsMajorana m g) (r : ℕ) (hr : r ≤ m) :
    sweep g r * sweepInv g r = 1 ∧ sweepInv g r * sweep g r = 1 := by
  induction r with
  | zero => simp [sweep, sweepInv]
  | succ r ih =>
    obtain ⟨i1, i2⟩ := ih (by omega)
    obtain ⟨b1, b2⟩ := braid_inverse hg (j := r) (by omega)
    rw [sweep, sweepInv]
    constructor
    · rw [mul_assoc, ← mul_assoc (braid g r), b1, one_mul, i1]
    · rw [mul_assoc, ← mul_assoc (sweepInv g r), i2, one_mul, b2]

/-- Moving the product of the first `r` exchanges past a generator: those beyond `r` are
unchanged, `g_r` becomes `g_0`, and `g_a` with `a < r` becomes `-g_(a+1)`. -/
theorem sweep_action {m : ℕ} {g : ℕ → A} (hg : IsMajorana m g) (r : ℕ) (hr : r ≤ m) :
    (∀ k ≤ m, r < k → sweep g r * g k = g k * sweep g r) ∧
    sweep g r * g r = g 0 * sweep g r ∧
    ∀ a < r, sweep g r * g a = -(g (a + 1) * sweep g r) := by
  induction r with
  | zero => simp [sweep]
  | succ r ih =>
    obtain ⟨i1, i2, i3⟩ := ih (by omega)
    obtain ⟨b1, b2, b3⟩ := braid_action hg (j := r) (by omega)
    rw [sweep]
    refine ⟨fun k hk hrk => ?_, ?_, fun a ha => ?_⟩
    · rw [mul_assoc, b3 k hk (by omega) (by omega), ← mul_assoc (sweep g r),
        i1 k hk (by omega), mul_assoc]
    · rw [mul_assoc, b2, ← mul_assoc (sweep g r), i2, mul_assoc]
    · rcases Nat.lt_succ_iff_lt_or_eq.mp ha with h | h
      · rw [mul_assoc, b3 a (by omega) (by omega) (by omega), ← mul_assoc (sweep g r),
          i3 a h, neg_mul, mul_assoc]
      · subst h
        rw [mul_assoc, b1, mul_neg, ← mul_assoc (sweep g a), i1 (a + 1) hr (by omega),
          mul_assoc]

/-- As long as the end of the chain is not passed, `k` sweeps move a Majorana by `k` sites
and multiply it by `(-1)^k`. -/
theorem sweep_pow_shift {m : ℕ} {g : ℕ → A} (hg : IsMajorana m g) (k a : ℕ)
    (h : a + k ≤ m) :
    sweep g m ^ k * g a = (-1 : ℝ) ^ k • (g (a + k) * sweep g m ^ k) := by
  induction k with
  | zero => simp
  | succ k ih =>
    rw [pow_succ' (sweep g m) k, mul_assoc (sweep g m), ih (by omega), mul_smul_comm,
      ← mul_assoc (sweep g m) (g (a + k)), (sweep_action hg m le_rfl).2.2 (a + k) (by omega),
      neg_mul, mul_assoc, pow_succ (-1 : ℝ) k, mul_smul, neg_one_smul, ← add_assoc a k 1]

/-- The `(m+1)`-th power of the sweep commutes with every generator up to the
sign `(-1)^m`. -/
theorem twist_commutation {m : ℕ} {g : ℕ → A} (hg : IsMajorana m g) (a : ℕ) (ha : a ≤ m) :
    sweep g m ^ (m + 1) * g a = (-1 : ℝ) ^ m • (g a * sweep g m ^ (m + 1)) := by
  obtain ⟨k, hk⟩ := Nat.exists_eq_add_of_le ha
  -- to the end of the chain, around to the start, and back to site `a`
  have h1 := sweep_pow_shift hg k a (by omega)
  rw [← hk] at h1
  have h2 := sweep_pow_shift hg a 0 (by omega)
  rw [zero_add] at h2
  have h3 := (sweep_action hg m le_rfl).2.1
  have hp : sweep g m ^ (m + 1) = sweep g m ^ a * (sweep g m * sweep g m ^ k) := by
    rw [← pow_succ', ← pow_add]
    congr 1
    omega
  rw [hp]
  set C := sweep g m
  calc C ^ a * (C * C ^ k) * g a = C ^ a * (C * (C ^ k * g a)) := by simp only [mul_assoc]
    _ = (-1 : ℝ) ^ k • (C ^ a * ((C * g m) * C ^ k)) := by
      rw [h1]; simp only [mul_smul_comm, mul_assoc]
    _ = (-1 : ℝ) ^ k • ((C ^ a * g 0) * (C * C ^ k)) := by
      rw [h3]; simp only [mul_assoc]
    _ = ((-1 : ℝ) ^ k * (-1 : ℝ) ^ a) • (g a * (C ^ a * (C * C ^ k))) := by
      rw [h2]; simp only [smul_mul_assoc, smul_smul, mul_assoc]
    _ = (-1 : ℝ) ^ m • (g a * (C ^ a * (C * C ^ k))) := by
      rw [← pow_add (-1 : ℝ), add_comm k a, ← hk]

/-- The `k`-th power of the inverse sweep is a right inverse of the `k`-th power of the sweep. -/
theorem sweep_pow_inverse {m : ℕ} {g : ℕ → A} (hg : IsMajorana m g) (k : ℕ) :
    sweep g m ^ k * sweepInv g m ^ k = 1 := by
  obtain ⟨h1, h2⟩ := sweep_inverse hg m le_rfl
  have hc : Commute (sweep g m) (sweepInv g m) := h1.trans h2.symm
  rw [← hc.mul_pow, h1, one_pow]

/-- Full twist of `m + 1` Majoranas: conjugation by the sweep sends `g_a` to `-g_(a+1)` and
the last generator to the first, and `m + 1` sweeps multiply each generator by `(-1)^m`. -/
theorem full_twist {m : ℕ} {g : ℕ → A} (hg : IsMajorana m g) :
    (∀ a < m, sweep g m * g a * sweepInv g m = -g (a + 1)) ∧
    sweep g m * g m * sweepInv g m = g 0 ∧
    ∀ a ≤ m, sweep g m ^ (m + 1) * g a * sweepInv g m ^ (m + 1) = (-1 : ℝ) ^ m • g a := by
  have hi := (sweep_inverse hg m le_rfl).1
  obtain ⟨-, h2, h3⟩ := sweep_action hg m le_rfl
  refine ⟨fun a ha => ?_, ?_, fun a ha => ?_⟩
  · rw [h3 a ha, neg_mul, mul_assoc, hi, mul_one]
  · rw [h2, mul_assoc, hi, mul_one]
  · rw [twist_commutation hg a ha, smul_mul_assoc, mul_assoc, sweep_pow_inverse hg, mul_one]

/-- In a nontrivial algebra, with at least one and at most `m` sweeps, the first of `m + 1`
Majoranas is never returned to a real multiple of itself. -/
theorem no_earlier_return [Nontrivial A] {m : ℕ} {g : ℕ → A} (hg : IsMajorana m g)
    {k : ℕ} (hk : 0 < k) (hkm : k ≤ m) (c : ℝ) :
    sweep g m ^ k * g 0 * sweepInv g m ^ k ≠ c • g 0 := by
  intro e
  rw [sweep_pow_shift hg k 0 (by omega), zero_add, smul_mul_assoc, mul_assoc,
    sweep_pow_inverse hg, mul_one] at e
  obtain ⟨d, hd⟩ : ∃ d : ℝ, g k = d • g 0 := by
    refine ⟨(-1 : ℝ) ^ k * c, ?_⟩
    have hs : (-1 : ℝ) ^ k * (-1 : ℝ) ^ k = 1 := by rw [← mul_pow]; norm_num
    rw [mul_smul, ← e, smul_smul, hs, one_smul]
  -- proportional generators cannot anticommute
  have h := hg.anti 0 (by omega) k hkm (by omega)
  rw [hd, mul_smul_comm, smul_mul_assoc, hg.sq 0 (by omega)] at h
  have h0 : d • (1 : A) = 0 := by
    have h2 := eq_neg_iff_add_eq_zero.mp h
    have h3 : d • (1 : A) = (1 / 2 : ℝ) • (d • (1 : A) + d • (1 : A)) := by module
    rw [h3, h2, smul_zero]
  have hz : g k = 0 := by
    rw [hd, ← one_mul (g 0), ← smul_mul_assoc, h0, zero_mul]
  have h1 := hg.sq k hkm
  rw [hz, mul_zero] at h1
  exact zero_ne_one h1

/-- The sequence starting with the Pauli matrices X, Y, Z (and constant afterwards). -/
def pauli : ℕ → Matrix (Fin 2) (Fin 2) ℂ
  | 0 => !![0, 1; 1, 0]
  | 1 => !![0, -Complex.I; Complex.I, 0]
  | _ => !![1, 0; 0, -1]

/-- The three Pauli matrices are Majorana generators. -/
theorem isMajorana_witness : IsMajorana 2 pauli := by
  refine ⟨fun i hi => ?_, fun i hi j hj hij => ?_⟩
  · interval_cases i <;> ext a b <;> fin_cases a <;> fin_cases b <;>
      simp [pauli, Matrix.mul_apply, Fin.sum_univ_succ]
  · interval_cases i <;> interval_cases j <;>
      first
      | exact absurd rfl hij
      | (ext a b
         fin_cases a <;> fin_cases b <;>
          simp [pauli, Matrix.mul_apply, Fin.sum_univ_succ])

end

end MajoranaFullTwist
```

```lean
#print axioms MajoranaFullTwist.full_twist
#print axioms MajoranaFullTwist.no_earlier_return
```

```
'MajoranaFullTwist.full_twist' depends on axioms: [propext, Classical.choice, Quot.sound]
'MajoranaFullTwist.no_earlier_return' depends on axioms: [propext, Classical.choice, Quot.sound]
```

## Generators, exchanges and the sweep in Lean

The type `A` is an associative real algebra with unit. Complex matrix algebras are included, since they are also real algebras. The generators form a sequence `g : ℕ → A`, and `IsMajorana m g` imposes the relations

\[
g_i^2=1,\qquad g_ig_j=-g_jg_i\quad(i\neq j)
\]

only for indices up to \(m\). There are therefore \(n=m+1\) generators, numbered from zero, and later terms of the sequence are arbitrary. The normalisation is \(g_i^2=1\), not \(1/2\). No Hermiticity is assumed.

The element `braid g j` is \(B_j\), and `braidInv g j` is \((1-g_jg_{j+1})/\sqrt2\). The product of the first \(r\) exchanges is `sweep g r`, written \(S_r\) below, so that \(S_0=1\) and \(C=S_m\). The reversed product of reverse exchanges is `sweepInv g r`. It is shown to be a two-sided inverse of \(S_r\), so \(C^{-1}\) in the formulas is the explicit element `sweepInv g m`.

The theorem `full_twist` has three parts, in this order:

\[
Cg_aC^{-1}=-g_{a+1}\ (a<m),\qquad Cg_mC^{-1}=g_0,\qquad
C^{m+1}g_aC^{-(m+1)}=(-1)^mg_a\ (a\le m).
\]

The theorem `no_earlier_return` adds that, if \(1\neq0\) in the algebra, no power \(C^k\) with \(0<k\le m\) takes \(g_0\) to a real multiple of itself. The full twist is thus the first return of \(g_0\) up to a real factor.

## Exchanging Majorana modes

Each \(B_j\) is the standard operator for exchanging two neighbouring Majorana zero modes. One mode takes the other's place unchanged, while the other acquires a minus sign. The form of \(B_j\) is taken as a definition here: it stands for an ideal adiabatic exchange, with no residual splitting, no dynamical phase and no excitation out of the ground space. Choosing \(1-g_jg_{j+1}\) instead would describe the opposite sense of exchange.

The sweep shifts the whole chain cyclically by one site. After \(m+1\) sweeps every mode is back at its own site, and only a sign can remain. For an even number of modes, as obtained from ordinary fermionic modes, this sign is \(-1\). Conjugation by fermion parity has the same effect on the generators, and products of an even number of them are unchanged.

In a Jordan–Wigner encoding of finitely many fermionic modes, ideal neighbour exchanges become Clifford gates. The relations in `full_twist` then give the signs that an ideal circuit for \(C\) or \(C^{m+1}\) produces when it conjugates the encoded generators.

## One exchange

Write \(u=g_jg_{j+1}\). Then

\[
u^2=g_jg_{j+1}g_jg_{j+1}=-g_j^2g_{j+1}^2=-1,
\]

and hence \(\tfrac12(1+u)(1-u)=\tfrac12(1-u^2)=1\), with the same result in the other order. This is `braid_inverse`.

To move \(B_j\) past its two generators, use

\[
ug_j=-g_{j+1},\qquad g_{j+1}u=-g_j,\qquad ug_{j+1}=g_j,\qquad g_ju=g_{j+1}.
\]

They give

\[
B_jg_j=\frac{g_j-g_{j+1}}{\sqrt2}=-g_{j+1}B_j,\qquad
B_jg_{j+1}=\frac{g_{j+1}+g_j}{\sqrt2}=g_jB_j.
\]

Any other generator \(g_k\) anticommutes with both factors of \(u\). The two signs cancel, so \(B_jg_k=g_kB_j\). These three relations are `braid_action`; the equations `e1` and `e2` in its proof are the products with \(u\) listed above.

## From one exchange to a sweep

The proof moves operators past generators and postpones the inverse to the end. For \(r\le m\), `sweep_action` states

\[
S_rg_k=g_kS_r\ (r<k\le m),\qquad S_rg_r=g_0S_r,\qquad S_rg_a=-g_{a+1}S_r\ (a<r).
\]

For \(r=0\) this is immediate, because \(S_0=1\). For the induction step, \(S_{r+1}=S_rB_r\), and there are four cases:

- If \(k>r+1\), both \(B_r\) and \(S_r\) commute with \(g_k\).
- For the generator \(g_{r+1}\), \(S_rB_rg_{r+1}=S_rg_rB_r=g_0S_{r+1}\).
- For \(g_r\), \(S_rB_rg_r=-S_rg_{r+1}B_r=-g_{r+1}S_{r+1}\).
- If \(a<r\), \(S_rB_rg_a=S_rg_aB_r=-g_{a+1}S_{r+1}\).

The Lean proof makes the same distinctions, splitting \(a<r+1\) into \(a<r\) and \(a=r\).

The inverse follows by a parallel induction in `sweep_inverse`. In \(S_rB_rB_r^{-1}S_r^{-1}\) the inner pair cancels first, then the outer pair; the other order works in the same way. Setting \(r=m\) and multiplying on the right by \(C^{-1}\) gives the first two parts of `full_twist`.

## Once around the chain

As long as the end of the chain is not passed, each further sweep contributes one step and one minus sign. If

\[
C^kg_a=(-1)^kg_{a+k}C^k
\]

and \(a+k<m\), then

\[
C^{k+1}g_a=(-1)^kCg_{a+k}C^k=(-1)^{k+1}g_{a+k+1}C^{k+1}.
\]

Starting from \(k=0\), this proves the formula for all \(a+k\le m\), which is `sweep_pow_shift`.

Now fix \(a\le m\) and put \(k=m-a\). The power \(C^{m+1}\) splits into \(C^a\,C\,C^k\): move to the end, wrap around, and move back to site \(a\). Thus

\[
\begin{aligned}
C^{m+1}g_a&=C^aC\,(C^kg_a)\\
&=(-1)^kC^a(Cg_m)C^k\\
&=(-1)^k(C^ag_0)\,C^{k+1}\\
&=(-1)^{k+a}g_aC^{m+1}=(-1)^mg_aC^{m+1}.
\end{aligned}
\]

The wrap from \(g_m\) to \(g_0\) is the only step without a minus sign, which leaves \(m\) signs from \(m+1\) steps. The `calc` block in `twist_commutation` follows these lines. Since \(C\) and \(C^{-1}\) commute, \(C^{m+1}(C^{-1})^{m+1}=1\), as `sweep_pow_inverse` shows for every power. Multiplication on the right by this inverse power gives the last part of `full_twist`.

## No return before the full twist

For \(0<k\le m\), the shift formula gives \(C^kg_0C^{-k}=(-1)^kg_k\). Suppose this equals \(cg_0\) with \(c\) real. Then \(g_k=dg_0\) with \(d=(-1)^kc\), so \(g_0g_k=g_kg_0=d\cdot1\). Anticommutation requires \(d\cdot1=-d\cdot1\), hence \(d\cdot1=0\) and \(g_k=0\). This contradicts \(g_k^2=1\) in an algebra where \(1\ne0\), the condition expressed by `Nontrivial A`.

## Two generators, and three Pauli matrices

For \(m=0\) there is one generator, \(C=1\), and nothing changes. The smallest case with an exchange is \(m=1\). There \(C=B_0\) and

\[
C^2=\tfrac12(1+g_0g_1)^2=\tfrac12(1+2g_0g_1-1)=g_0g_1.
\]

This element anticommutes with both generators, in agreement with the sign \((-1)^1\).

For \(m=2\), take \(g_0=X\), \(g_1=Y\), \(g_2=Z\). The theorem `isMajorana_witness` verifies their relations entry by entry. This is an algebraic example, not a model of three physical Majorana modes: \(XYZ=i\) is a scalar, so no invertible parity operator on this two-dimensional space anticommutes with all three. From \(XY=iZ\), \(YZ=iX\) and \(ZX=iY\),

\[
C=\tfrac12(1+iZ)(1+iX)=\tfrac12\bigl(1+i(X-Y+Z)\bigr)
=\frac12\begin{pmatrix}1+i&-1+i\\1+i&1-i\end{pmatrix}.
\]

Multiplication gives

\[
CX=\tfrac12(i+X-Y-Z)=-YC,
\]

so \(CXC^{-1}=-Y\), as required. Put \(N=X-Y+Z\), for which \(N^2=3\). Then

\[
C^2=\tfrac14(1+2iN-3)=\tfrac12(-1+iN),\qquad
C^3=\tfrac14(-1+iN)(1+iN)=\tfrac14(-1-3)=-1.
\]

Conjugation by \(C^3\) therefore leaves all three matrices unchanged, in agreement with \((-1)^2=1\).
